# Plain Obara–Saika recursion for nuclear attraction along one axis, started from V(n,0), visits (n+1)(n+2)/2 distinct index pairs

In the recursion counted here, V(n,m) calls V(n−1,m) and V(n−1,m+1), and for n ≥ 2 also V(n−2,m) and V(n−2,m+1). This is the call pattern of the Obara–Saika vertical recursion for nuclear-attraction integrals along one axis, with n the angular momentum, m the auxiliary order and an s function on the other centre; only indices are counted, and no integral is evaluated. `card_distinct` states that the calls made from V(n,0), the first included and repetitions dropped, have (n+1)(n+2)/2 distinct index pairs, written without division as twice the count. The proof is by induction on n: going from n to n+1 adds the pairs (k,j) with k + j = n + 1, which are disjoint from the earlier ones and number n + 2.

The first attempt, which Lean rejects:

```lean
import Mathlib

open Finset

namespace CardDistinct

noncomputable section

/-- The log of all calls made by plain recursion from `V(n,m)`, repetitions included. -/
def calls : ℕ → ℕ → List (ℕ × ℕ)
  | 0, m => [(0, m)]
  | 1, m => (1, m) :: (calls 0 m ++ calls 0 (m + 1))
  | n + 2, m => (n + 2, m) ::
      (calls (n + 1) m ++ calls (n + 1) (m + 1) ++ calls n m ++ calls n (m + 1))

/-- Recursion from `V(n,m)` reaches `V(k,j)` exactly when `m ≤ j` and `k + j ≤ n + m`. -/
theorem mem_calls : ∀ n m k j : ℕ, (k, j) ∈ calls n m ↔ m ≤ j ∧ k + j ≤ n + m
  | 0, m, k, j => by
    simp only [calls, List.mem_cons, List.not_mem_nil, or_false, Prod.mk.injEq]
    omega
  | 1, m, k, j => by
    simp only [calls, List.mem_cons, List.mem_append, List.not_mem_nil, or_false,
      Prod.mk.injEq]
    omega
  | n + 2, m, k, j => by
    have h1 := mem_calls (n + 1) m k j
    have h2 := mem_calls (n + 1) (m + 1) k j
    have h3 := mem_calls n m k j
    have h4 := mem_calls n (m + 1) k j
    simp only [calls, List.mem_cons, List.mem_append, Prod.mk.injEq, h1, h2, h3, h4]
    omega

/-- Exactly `(n+1)(n+2)/2` distinct index pairs occur in the recursion from `V(n,0)`. -/
theorem card_distinct (n : ℕ) :
    2 * (calls n 0).toFinset.card = (n + 1) * (n + 2) := by
  induction n with
  | zero => simp [calls]
  | succ n ih =>
    -- raising n by one adds one antidiagonal to the triangle of index pairs
    have h : (calls (n + 1) 0).toFinset = (calls n 0).toFinset ∪ antidiagonal (n + 1) := by
      ext ⟨k, j⟩
      simp only [List.mem_toFinset, mem_union, mem_antidiagonal, mem_calls]
      omega
    have hd : Disjoint (calls n 0).toFinset (antidiagonal (n + 1)) := by
      rw [Finset.disjoint_left]
      rintro ⟨k, j⟩ h1 h2
      simp only [List.mem_toFinset, mem_antidiagonal, mem_calls] at h1 h2
      omega
    rw [h, card_union_of_disjoint hd, Finset.Nat.card_antidiagonal, mul_add, ih]
    ring

end

end CardDistinct
```

Messages:

```
Main.lean:42:47: error: Ambiguous term
  mem_antidiagonal
Possible interpretations:
  HasAntidiagonal.mem_antidiagonal : ?m.86 ∈ HasAntidiagonal.antidiagonal ?m.85 ↔ ?m.86.1 + ?m.86.2 = ?m.85
  
  Finset.mem_antidiagonal : ?m.91 ∈ Finset.antidiagonal ?m.88 ?m.89 ?m.90 ↔
    ?m.91.1 ∈ ?m.86 ∧ ?m.91.2 ∈ ?m.87 ∧ ?m.91.1 + ?m.91.2 = ?m.90
Main.lean:43:6: error: omega could not prove the goal:
a possible counterexample may satisfy the constraints
  c ≥ 0
  b ≥ 0
  b - c ≥ -1
  a ≥ 0
  a ≥ 0
where
 a := ↑(#(calls n 0).toFinset)
 b := ↑n
 c := ↑k
Main.lean:47:36: error: Ambiguous term
  mem_antidiagonal
Possible interpretations:
  HasAntidiagonal.mem_antidiagonal : ?m.129 ∈ HasAntidiagonal.antidiagonal ?m.128 ↔ ?m.129.1 + ?m.129.2 = ?m.128
  
  Finset.mem_antidiagonal : ?m.134 ∈ Finset.antidiagonal ?m.131 ?m.132 ?m.133 ↔
    ?m.134.1 ∈ ?m.129 ∧ ?m.134.2 ∈ ?m.130 ∧ ?m.134.1 + ?m.134.2 = ?m.133
Main.lean:48:6: error: omega could not prove the goal:
a possible counterexample may satisfy the constraints
  d ≥ 0
  c ≥ 0
  b ≥ 0
  b - c + d ≤ 0
  a ≥ 0
  a ≥ 0
where
 a := ↑(#(calls n 0).toFinset)
 b := ↑j
 c := ↑n
 d := ↑k
```

After these edits no error is left:

```diff
@@ -40,10 +40,10 @@
     have h : (calls (n + 1) 0).toFinset = (calls n 0).toFinset ∪ antidiagonal (n + 1) := by
       ext ⟨k, j⟩
-      simp only [List.mem_toFinset, mem_union, mem_antidiagonal, mem_calls]
+      simp only [List.mem_toFinset, mem_union, HasAntidiagonal.mem_antidiagonal, mem_calls]
       omega
     have hd : Disjoint (calls n 0).toFinset (antidiagonal (n + 1)) := by
       rw [Finset.disjoint_left]
       rintro ⟨k, j⟩ h1 h2
-      simp only [List.mem_toFinset, mem_antidiagonal, mem_calls] at h1 h2
+      simp only [List.mem_toFinset, HasAntidiagonal.mem_antidiagonal, mem_calls] at h1 h2
       omega
     rw [h, card_union_of_disjoint hd, Finset.Nat.card_antidiagonal, mul_add, ih]
```

What went wrong. The short name `mem_antidiagonal` has two readings in this file, and Lean reports it as ambiguous in both `simp only` calls. `HasAntidiagonal.mem_antidiagonal` describes the pairs with a given sum, which is the antidiagonal used here. `Finset.mem_antidiagonal` is about a different antidiagonal, whose pairs must also have their components in two given sets.

The two `omega` errors follow from this. The other lemmas were still applied: the second counterexample contains k + j ≤ n, which comes from `mem_calls`. But membership in the antidiagonal was never turned into k + j = n + 1, and `omega` can't use a bare membership statement. In the first goal it therefore couldn't tell that a pair with k + j = n + 1 belongs to the added antidiagonal. In the second it had nothing to contradict k + j ≤ n.

The diff writes `HasAntidiagonal.mem_antidiagonal` in both places. The name then has one meaning, `simp only` replaces the membership by the equation, and `omega` closes both goals.
